# The expected free-energy-perturbation estimate does not increase with the number of independent samples

Q: Suppose I average many free-energy-perturbation runs of 100 samples each, then many runs of 1000, and the second average is clearly higher. Without a result on sample size, I can't tell whether the logarithm's finite-sample bias did this or whether my sampling is at fault. Can the bias make the mean rise as the number of samples per run grows?

A: Not for independent Boltzmann samples on a finite configuration space. Let $U_0$ and $U_1$ be the reference and target energies, $V=U_1-U_0$ the gap, $\beta>0$ the inverse temperature, and $p(x)=e^{-\beta U_0(x)}/Z_0$, where $Z_0$ normalises $p$. From samples $s=(s_0,\dots,s_{N-1})$ drawn from $p$ one forms

$$A_N(s)=\frac1N\sum_{i=0}^{N-1}e^{-\beta V(s_i)},\qquad \hat F_N(s)=-\frac1\beta\ln A_N(s).$$

Write $E_N$ for the expectation of $\hat F_N$. The claim is $E_N\le E_M$ whenever $1\le M\le N$.

Q: The average $A_N$ is unbiased at every $N$. How do you compare its logarithm at two sample sizes?

A: By leaving out one sample at a time. Take $N+1$ samples with $N\ge1$, and set $w_j=e^{-\beta V(s_j)}$, $S=\sum_{j=0}^N w_j$ and $A=A_{N+1}(s)=S/(N+1)$. Without sample $j$ the average is $a_j=(S-w_j)/N$, so

$$\sum_{j=0}^N a_j=\frac{(N+1)S-S}{N}=S=(N+1)A.$$

Now use $\ln t\le t-1$ at $t=a_j/A$ and sum:

$$\sum_{j=0}^N\ln\frac{a_j}{A}\le\sum_{j=0}^N\left(\frac{a_j}{A}-1\right)=0.$$

Hence $\frac1{N+1}\sum_j\ln a_j\le\ln A$. Multiplying by $-1/\beta$ reverses the inequality:

$$\hat F_{N+1}(s)\le\frac1{N+1}\sum_{j=0}^N\hat F_N(s^{(j)}),$$

where $s^{(j)}$ is $s$ without $s_j$. In the expectation of $\hat F_N(s^{(j)})$, the omitted sample contributes only the factor $\sum_x p(x)=1$, which leaves $E_N$. The mean of $N+1$ such terms is again $E_N$, so $E_{N+1}\le E_N$, and repeating the step gives the claim.

Q: Is the decrease ever strict?

A: Yes, whenever $V(x)\ne V(y)$ for some $x,y$. Consider one copy of $x$ followed by $N$ copies of $y$, which has positive probability. Leaving out $x$ gives $a_0=e^{-\beta V(y)}$, while $A=(e^{-\beta V(x)}+Ne^{-\beta V(y)})/(N+1)$. These differ, and $\ln t<t-1$ for positive $t\ne1$. If $V$ is constant, every estimate equals that constant and nothing decreases.

Q: Show me that the formal objects are these and not something more convenient.

A: The configuration space is a finite type `X`.

In Lean 4 with Mathlib:

```lean
import Mathlib

open Finset

namespace FreeEnergyPerturbation

noncomputable section

variable {X : Type*} [Fintype X]
```

The Boltzmann probability carries its partition function explicitly.

```lean
/-- Boltzmann probability of the configuration `x` for the energy `U` at inverse temperature `β`,
on a nonempty finite configuration space. -/
def boltzmann (β : ℝ) (U : X → ℝ) (x : X) : ℝ :=
  Real.exp (-β * U x) / ∑ y, Real.exp (-β * U y)
```

A set of $N$ samples is a function `Fin N → X`, numbered from 0. Independence is the product weight in this sum:

```lean
/-- Expectation of `f` over `N` independent samples, each with distribution `p`. -/
def expect (p : X → ℝ) {N : ℕ} (f : (Fin N → X) → ℝ) : ℝ :=
  ∑ s, (∏ i, p (s i)) * f s
```

The next two definitions are $A_N$ and $\hat F_N$, for a general gap `V`.

```lean
/-- Sample average of `exp (-β V)` over `N ≥ 1` configurations. -/
def expAverage (β : ℝ) (V : X → ℝ) {N : ℕ} (s : Fin N → X) : ℝ :=
  (∑ i, Real.exp (-β * V (s i))) / (N : ℝ)

/-- The free-energy-perturbation estimator for the energy gap `V`, for `β ≠ 0` and `N ≥ 1`. -/
def estimator (β : ℝ) (V : X → ℝ) {N : ℕ} (s : Fin N → X) : ℝ :=
  -(1 / β) * Real.log (expAverage β V s)
```

Finally, `meanEstimate β U0 U1 N` is $E_N$. The samples come from `U0` and the gap is `U1 x - U0 x`, which fixes the direction of the perturbation.

```lean
/-- Expected estimate of the free-energy difference from `N ≥ 1` independent Boltzmann samples
of the reference energy `U0`, for `β ≠ 0` and a nonempty configuration space. -/
def meanEstimate (β : ℝ) (U0 U1 : X → ℝ) (N : ℕ) : ℝ :=
  expect (boltzmann β U0) (fun s : Fin N → X => estimator β (fun x => U1 x - U0 x) s)
```

Q: And what exactly is claimed about `meanEstimate`?

A: Three things, all for `0 < β`. `meanEstimate_antitone` says $E_N\le E_M$ for $1\le M\le N$. `meanEstimate_strictAnti` says $E_N<E_M$ for $1\le M<N$ if the gap takes two different values. `meanEstimate_le_meanGap` says that $E_1$ is the reference average of the gap, $\sum_x p(x)V(x)$, and that this average bounds every $E_N$ with $N\ge1$ from above.

Q: I see no $\Delta F$ there.

A: Correct. The exact free-energy difference is $\Delta F=-\frac1\beta\ln\sum_x p(x)e^{-\beta V(x)}$. Jensen's inequality puts $E_N$ at or above $\Delta F$, which makes the decrease a reduction of bias, but that lower bound is not stated in this file. Nor is there a convergence rate, or any claim about a single run, whose estimate may well rise as samples are added. Independence is an idealisation too: successive frames of a trajectory are correlated.

For simulation practice, the result says that with independent equilibrium samples from a finite configuration space, the expected estimate is never higher at larger $N$. If averages over many runs rise with $N$ by more than their statistical error, the logarithm's bias for independent equilibrium samples cannot explain it, and the sampling, including correlations between samples, is worth checking.

Q: Then take me through the proof.

A: First, the Boltzmann weights are positive and sum to one.

```lean
/-- On a nonempty finite configuration space the Boltzmann probabilities are positive and
sum to one. -/
theorem boltzmann_prob [Nonempty X] (β : ℝ) (U : X → ℝ) :
    (∀ x, 0 < boltzmann β U x) ∧ ∑ x, boltzmann β U x = 1 := by
  have hZ : 0 < ∑ y, Real.exp (-β * U y) :=
    Finset.sum_pos (fun y _ => Real.exp_pos _) Finset.univ_nonempty
  refine ⟨fun x => div_pos (Real.exp_pos _) hZ, ?_⟩
  unfold boltzmann
  rw [← Finset.sum_div, div_self hZ.ne']
```

Next comes $\sum_j a_j=(N+1)A$. The map `j.succAbove` runs through all indices except `j`, and the local statement `h` is $\sum_i e^{-\beta V(s^{(j)}_i)}=S-w_j$.

```lean
omit [Fintype X] in
/-- For `N ≥ 1`, the exponential averages obtained by leaving out one of `N + 1` samples
add up to `N + 1` times the full exponential average. -/
theorem sum_leaveOneOut (β : ℝ) (V : X → ℝ) {N : ℕ} (hN : 1 ≤ N) (s : Fin (N + 1) → X) :
    ∑ j : Fin (N + 1), expAverage β V (fun i => s (j.succAbove i))
      = ((N : ℝ) + 1) * expAverage β V s := by
  have hN0 : (N : ℝ) ≠ 0 := by exact_mod_cast (by omega : N ≠ 0)
  have hN1 : (N : ℝ) + 1 ≠ 0 := by positivity
  have h : ∀ j : Fin (N + 1), ∑ i, Real.exp (-β * V (s (j.succAbove i)))
      = (∑ k, Real.exp (-β * V (s k))) - Real.exp (-β * V (s j)) := by
    intro j
    rw [Fin.sum_univ_succAbove (fun k => Real.exp (-β * V (s k))) j]
    ring
  unfold expAverage
  rw [← Finset.sum_div, Finset.sum_congr rfl (fun j _ => h j), Finset.sum_sub_distrib,
    Finset.sum_const, Finset.card_univ, Fintype.card_fin, nsmul_eq_mul]
  push_cast
  generalize ∑ k, Real.exp (-β * V (s k)) = S
  rw [mul_div_cancel₀ S hN1, div_eq_iff hN0]
  ring
```

The tangent-line step follows. `hzero` says that the terms $a_j/A-1$ sum to zero, and `hlog` splits the logarithms of the ratios. `nlinarith` then multiplies by $1/\beta$. The second half repeats this with one strict term.

```lean
omit [Fintype X] in
/-- For `β > 0` and `N ≥ 1`, the estimator on `N + 1` samples is at most the mean of its
leave-one-out values, and is smaller if some leave-one-out exponential average differs from
the full one. -/
theorem estimator_le_leaveOneOut {β : ℝ} (hβ : 0 < β) (V : X → ℝ) {N : ℕ} (hN : 1 ≤ N)
    (s : Fin (N + 1) → X) :
    estimator β V s ≤
        (∑ j : Fin (N + 1), estimator β V (fun i => s (j.succAbove i))) / ((N : ℝ) + 1) ∧
      ((∃ j : Fin (N + 1), expAverage β V (fun i => s (j.succAbove i)) ≠ expAverage β V s) →
        estimator β V s <
          (∑ j : Fin (N + 1), estimator β V (fun i => s (j.succAbove i))) / ((N : ℝ) + 1)) := by
  have hpos : ∀ {M : ℕ}, 1 ≤ M → ∀ t : Fin M → X, 0 < expAverage β V t := by
    intro M hM t
    have : Nonempty (Fin M) := ⟨⟨0, hM⟩⟩
    exact div_pos (Finset.sum_pos (fun i _ => Real.exp_pos _) Finset.univ_nonempty)
      (by exact_mod_cast hM)
  have hsum := sum_leaveOneOut β V hN s
  have hA := hpos (by omega) s
  have ha := fun j : Fin (N + 1) => hpos hN (fun i => s (j.succAbove i))
  have hN1 : (0 : ℝ) < (N : ℝ) + 1 := by positivity
  unfold estimator
  rw [← Finset.mul_sum]
  generalize expAverage β V s = A at *

  -- the tangent-line bound log t ≤ t - 1 at t = a j / A, summed over j
  have hzero : ∑ j : Fin (N + 1),
      (expAverage β V (fun i => s (j.succAbove i)) / A - 1) = 0 := by
    rw [Finset.sum_sub_distrib, ← Finset.sum_div, hsum, mul_div_cancel_right₀ _ hA.ne']
    simp
  have hlog : ∑ j : Fin (N + 1),
      Real.log (expAverage β V (fun i => s (j.succAbove i)) / A)
      = (∑ j : Fin (N + 1), Real.log (expAverage β V (fun i => s (j.succAbove i))))
        - ((N : ℝ) + 1) * Real.log A := by
    rw [Finset.sum_congr rfl (fun j _ => Real.log_div (ha j).ne' hA.ne'),
      Finset.sum_sub_distrib]
    simp
  have hb : 0 < 1 / β := by positivity
  constructor
  · have h := Finset.sum_le_sum (s := Finset.univ) (fun (j : Fin (N + 1)) _ =>
      Real.log_le_sub_one_of_pos (div_pos (ha j) hA))
    rw [hzero, hlog] at h
    rw [le_div_iff₀ hN1]
    nlinarith [mul_nonneg hb.le (neg_nonneg.mpr h)]
  · rintro ⟨k, hk⟩
    have h := Finset.sum_lt_sum (s := Finset.univ) (fun (j : Fin (N + 1)) _ =>
      Real.log_le_sub_one_of_pos (div_pos (ha j) hA)) ⟨k, Finset.mem_univ k,
        Real.log_lt_sub_one_of_pos (div_pos (ha k) hA)
          (fun h1 => hk ((div_eq_one_iff_eq hA.ne').mp h1))⟩
    rw [hzero, hlog] at h
    rw [lt_div_iff₀ hN1]
    nlinarith [mul_pos hb (neg_pos.mpr h)]
```

To sum out the omitted sample, `Fin.insertNthEquiv` splits $N+1$ samples into the one at position `j` and the other $N$. The weight factorises, and `hp` removes the extra factor.

```lean
/-- If the probabilities sum to one, the mean of the leave-one-out values of `f` on `N + 1`
independent samples has the same expectation as `f` on `N` samples. -/
theorem expect_leaveOneOut {p : X → ℝ} (hp : ∑ x, p x = 1) {N : ℕ} (f : (Fin N → X) → ℝ) :
    expect p (fun s : Fin (N + 1) → X =>
      (∑ j : Fin (N + 1), f (fun i => s (j.succAbove i))) / ((N : ℝ) + 1)) = expect p f := by
  -- summing out the omitted sample
  have h : ∀ j : Fin (N + 1),
      ∑ s : Fin (N + 1) → X, (∏ i, p (s i)) * f (fun i => s (j.succAbove i)) = expect p f := by
    intro j
    rw [← (Fin.insertNthEquiv (fun _ => X) j).sum_comp, Fintype.sum_prod_type]
    have hx : ∀ (x : X) (t : Fin N → X),
        (∏ i, p (Fin.insertNthEquiv (fun _ => X) j (x, t) i)) *
          f (fun i => Fin.insertNthEquiv (fun _ => X) j (x, t) (j.succAbove i))
        = p x * ((∏ i, p (t i)) * f t) := by
      intro x t
      rw [Fin.prod_univ_succAbove _ j]
      simp [Fin.insertNthEquiv, mul_assoc]
    rw [Finset.sum_congr rfl (fun x _ => Finset.sum_congr rfl (fun t _ => hx x t))]
    simp_rw [← Finset.mul_sum]
    rw [← Finset.sum_mul, hp, one_mul]
    rfl
  have hN1 : (N : ℝ) + 1 ≠ 0 := by positivity
  unfold expect at h ⊢
  simp_rw [← mul_div_assoc, Finset.mul_sum]
  rw [← Finset.sum_div, Finset.sum_comm, Finset.sum_congr rfl (fun j _ => h j),
    Finset.sum_const, Finset.card_univ, Fintype.card_fin, nsmul_eq_mul]
  push_cast
  exact mul_div_cancel_left₀ _ hN1
```

Monotonicity is induction on `N` starting at `M`. Each step weights the pointwise inequality by the nonnegative sample probabilities and sums.

```lean
/-- For `β > 0`, the expected free-energy-perturbation estimate does not increase when the number
of independent Boltzmann samples grows from `M ≥ 1` to `N`. -/
theorem meanEstimate_antitone [Nonempty X] {β : ℝ} (hβ : 0 < β) (U0 U1 : X → ℝ)
    {M N : ℕ} (hM : 1 ≤ M) (hMN : M ≤ N) :
    meanEstimate β U0 U1 N ≤ meanEstimate β U0 U1 M := by
  obtain ⟨hp, hp1⟩ := boltzmann_prob β U0
  induction N, hMN using Nat.le_induction with
  | base => exact le_rfl
  | succ n hn ih =>
    refine le_trans ?_ ih
    unfold meanEstimate
    rw [← expect_leaveOneOut hp1 (N := n)]
    exact Finset.sum_le_sum fun s _ => mul_le_mul_of_nonneg_left
      (estimator_le_leaveOneOut hβ _ (hM.trans hn) s).1
      (Finset.prod_nonneg fun i _ => (hp (s i)).le)
```

For strictness, the step from `M` to `M + 1` is strict and the rest is monotone. The witness `Fin.cons x (fun _ => y)` is the sample described above; equality of its two averages would force equal exponentials, hence equal gaps.

```lean
/-- For `β > 0`, if the energy gap `U1 - U0` takes two different values, the expected estimate
strictly decreases when the number of samples grows from `M ≥ 1` to `N > M`. -/
theorem meanEstimate_strictAnti {β : ℝ} (hβ : 0 < β) (U0 U1 : X → ℝ) {x y : X}
    (hxy : U1 x - U0 x ≠ U1 y - U0 y) {M N : ℕ} (hM : 1 ≤ M) (hMN : M < N) :
    meanEstimate β U0 U1 N < meanEstimate β U0 U1 M := by
  have : Nonempty X := ⟨x⟩
  obtain ⟨hp, hp1⟩ := boltzmann_prob β U0
  refine lt_of_le_of_lt (meanEstimate_antitone hβ U0 U1 (by omega : 1 ≤ M + 1) hMN) ?_
  unfold meanEstimate
  rw [← expect_leaveOneOut hp1 (N := M)]
  -- the sample with one x and M copies of y makes the inequality strict
  refine Finset.sum_lt_sum (fun s _ => mul_le_mul_of_nonneg_left
      (estimator_le_leaveOneOut hβ _ hM s).1 (Finset.prod_nonneg fun i _ => (hp (s i)).le))
    ⟨Fin.cons x (fun _ => y), Finset.mem_univ _, mul_lt_mul_of_pos_left
      ((estimator_le_leaveOneOut hβ _ hM _).2 ⟨0, ?_⟩) (Finset.prod_pos fun i _ => hp _)⟩
  have hM0 : (M : ℝ) ≠ 0 := by exact_mod_cast (by omega : M ≠ 0)
  have hM1 : (M : ℝ) + 1 ≠ 0 := by positivity
  intro h
  simp only [expAverage, Fin.zero_succAbove, Fin.sum_univ_succ, Fin.cons_zero, Fin.cons_succ,
    Finset.sum_const, Finset.card_univ, Fintype.card_fin, nsmul_eq_mul, Nat.cast_add,
    Nat.cast_one] at h
  rw [mul_div_cancel_left₀ _ hM0, eq_div_iff hM1] at h
  have he : Real.exp (-β * (U1 x - U0 x)) = Real.exp (-β * (U1 y - U0 y)) := by linarith
  exact hxy (mul_left_cancel₀ (neg_ne_zero.mpr hβ.ne') (Real.exp_injective he))
```

With one sample, the logarithm undoes the exponential and $\hat F_1(s)=V(s_0)$. This gives the mean gap, and monotonicity carries the bound to every larger $N$.

```lean
/-- For `β > 0` and any number `N ≥ 1` of samples, the expected estimate is at most the
Boltzmann average of the energy gap in the reference system, with equality for `N = 1`. -/
theorem meanEstimate_le_meanGap [Nonempty X] {β : ℝ} (hβ : 0 < β) (U0 U1 : X → ℝ) :
    meanEstimate β U0 U1 1 = ∑ x, boltzmann β U0 x * (U1 x - U0 x) ∧
      ∀ N : ℕ, 1 ≤ N →
        meanEstimate β U0 U1 N ≤ ∑ x, boltzmann β U0 x * (U1 x - U0 x) := by
  have h1 : meanEstimate β U0 U1 1 = ∑ x, boltzmann β U0 x * (U1 x - U0 x) := by
    refine Fintype.sum_equiv (Equiv.funUnique (Fin 1) X) _ _ (fun s => ?_)
    have he : estimator β (fun x => U1 x - U0 x) s = U1 (s 0) - U0 (s 0) := by
      simp only [estimator, expAverage, Fin.sum_univ_succ, Fin.sum_univ_zero, add_zero,
        Nat.cast_one, div_one, Real.log_exp]
      field_simp
    show (∏ i, boltzmann β U0 (s i)) * estimator β (fun x => U1 x - U0 x) s = _
    rw [he, Fin.prod_univ_succ, Fin.prod_univ_zero, mul_one]
    rfl
  exact ⟨h1, fun N hN => h1 ▸ meanEstimate_antitone hβ U0 U1 le_rfl hN⟩

end

end FreeEnergyPerturbation
```

```lean
#print axioms FreeEnergyPerturbation.meanEstimate_antitone
-- 'FreeEnergyPerturbation.meanEstimate_antitone' depends on axioms: [propext, Classical.choice, Quot.sound]
#print axioms FreeEnergyPerturbation.meanEstimate_strictAnti
-- 'FreeEnergyPerturbation.meanEstimate_strictAnti' depends on axioms: [propext, Classical.choice, Quot.sound]
#print axioms FreeEnergyPerturbation.meanEstimate_le_meanGap
-- 'FreeEnergyPerturbation.meanEstimate_le_meanGap' depends on axioms: [propext, Classical.choice, Quot.sound]
```

Q: Does the argument need equilibrium sampling of configurations at all?

A: No, independent draws from any one common distribution are enough. Let the draws be repetitions of a nonequilibrium switching process with finitely many possible work values $W$, and put $W$ in place of $V$. The same leave-one-out argument shows that the expectation of the Jarzynski estimator, $-\frac1\beta\ln\frac1N\sum_i e^{-\beta W_i}$, does not increase with the number of repetitions either.
